# Adding the gradient of kxy to the momenta preserves the canonical commutation relations in the plane

For a particle in the plane with positions x, y and momenta p, q, the lemma says that replacing p by p + ky and q by q + kx leaves the canonical commutation relations unchanged. The setting is purely algebraic: the four are elements of a ring that is an algebra over ℂ, with ħ = 1, and k is any complex number. No Hilbert space or self-adjointness is assumed. The attempt splits the claim into its six relations, expands the products in all of them with `simp only`, and then means to derive each from the original relations, in five cases by `linear_combination`.

The first attempt, which Lean rejects:

```lean
import Mathlib

open Complex

namespace GaugeShift

noncomputable section

variable {A : Type*} [Ring A] [Algebra ℂ A]

/-- The canonical relations of a particle in the plane, with `ħ = 1`: `[x,p] = [y,q] = i`,
and all other pairs commute. -/
structure IsCanonical (x y p q : A) : Prop where
  xp : x * p - p * x = I • (1 : A)
  yq : y * q - q * y = I • (1 : A)
  xy : x * y = y * x
  pq : p * q = q * p
  xq : x * q = q * x
  yp : y * p = p * y

variable {x y p q : A}

/-- The gauge shift `p → p + ky`, `q → q + kx` preserves the canonical relations. -/
theorem IsCanonical.gauge_shift (h : IsCanonical x y p q) (k : ℂ) :
    IsCanonical x y (p + k • y) (q + k • x) := by
  constructor <;> simp only [mul_add, add_mul, mul_smul_comm, smul_mul_assoc]
  · linear_combination (norm := module) h.xp + k • h.xy
  · linear_combination (norm := module) h.yq - k • h.xy
  · exact h.xy
  · linear_combination (norm := module) h.pq - k • h.xp + k • h.yq - (k * k) • h.xy
  · linear_combination (norm := module) h.xq
  · linear_combination (norm := module) h.yp

end

end GaugeShift
```

The error:

```
Main.lean:26:18: error: `simp` made no progress
Main.lean:25:47: error: unsolved goals
case yp
A : Type u_1
inst✝¹ : Ring A
inst✝ : Algebra ℂ A
x y p q : A
h : IsCanonical x y p q
k : ℂ
⊢ y * p + k • (y * y) = p * y + k • (y * y)
Main.lean:24:8: error: (kernel) declaration has metavariables 'GaugeShift.IsCanonical.gauge_shift'
```

Cause. The first message comes from the relation `x * y = y * x`. The shift leaves the positions alone, so this goal has no sum or scalar multiple for the listed lemmas to expand. `simp only` fails when it changes nothing, and `<;>` runs it on every goal, so this one failure stops the proof before the bulleted steps.

The other two messages follow from that. The `yp` goal is shown expanded but unsolved because its bullet, which uses `h.yp`, was never reached, and the kernel is complaining of the unfinished proof.

The repair uses `refine` to supply `h.xy` for the position relation at once. `simp only` then meets just the five goals that contain a shifted momentum, where it has products to expand. The bullet `exact h.xy` goes because its goal is already closed. Adding `smul_add`, which distributes a scalar over a sum, is mere tidying, since `module` can do that itself.

The repair, with which the file compiles:

```diff
@@ -24,8 +24,8 @@
 theorem IsCanonical.gauge_shift (h : IsCanonical x y p q) (k : ℂ) :
     IsCanonical x y (p + k • y) (q + k • x) := by
-  constructor <;> simp only [mul_add, add_mul, mul_smul_comm, smul_mul_assoc]
+  refine ⟨?_, ?_, h.xy, ?_, ?_, ?_⟩ <;>
+    simp only [mul_add, add_mul, mul_smul_comm, smul_mul_assoc, smul_add]
   · linear_combination (norm := module) h.xp + k • h.xy
   · linear_combination (norm := module) h.yq - k • h.xy
-  · exact h.xy
   · linear_combination (norm := module) h.pq - k • h.xp + k • h.yq - (k * k) • h.xy
   · linear_combination (norm := module) h.xq
```
